# To second order in the coupling, the response energy of a finite matrix model is linear in the kernel

## Response matrix, kernel and coupling energy

Let v, w and X be real square matrices of the same finite size. X is the response of the noninteracting system, for instance at one imaginary frequency in a real basis, and v is the electron-electron interaction. The kernel w is the interaction plus an exchange-correlation kernel f, so w = v + f, and f = 0 gives the random-phase approximation. At coupling strength t the response is

C(t) = (1 − tXw)⁻¹ X,

and the coupling-integrated energy is

E(t) = ∫₀ᵗ tr(v(C(s) − X)) ds.

The whole kernel is scaled linearly with the coupling. This suits an exchange kernel, whereas a general correlation kernel depends on the coupling in a more complicated way. The frequency integral and the constant prefactor of the physical correlation energy are left out.

For traces with k kernel insertions, write

R(k) = tr(v(Xw)ᵏX).

## The weak-coupling limit

As t tends to 0 from above,

E(t)/t² → R(1)/2 = tr(vXwX)/2.

The same holds order by order. For every n = 0, 1, 2, …,

[E(t) − Σ_{k<n} tᵏ⁺² R(k+1)/(k+2)] / tⁿ⁺² → R(n+1)/(n+2).

No symmetry, invertibility or diagonalisability is assumed. The second-order coefficient tr(vXwX)/2 is linear in the kernel w when X and the interaction v in the trace are held fixed. In this sense, replacing the kernel v by v + f changes the energy by an amount which, divided by t², tends to tr(vXfX)/2.

For calculations that go beyond RPA by adding an exchange-correlation kernel, this gives the second-order coefficient from matrix products alone, without solving for C, in a finite basis at one frequency and with a linearly scaled kernel.

## From the Dyson equation to the coefficient

The determinant of 1 − sXw is continuous in s and equals 1 at s = 0. It is therefore nonzero on the whole path 0 ≤ s ≤ t once t is small enough. On that path, multiplying the definition of C by 1 − sXw gives the Dyson equation:

C(s) = X + sXwC(s).

Inserting it repeatedly into its own last term gives, after m steps,

C(s) = Σ_{k<m} sᵏ(Xw)ᵏX + sᵐ(Xw)ᵐC(s).

This is an identity with an exact remainder, so no infinite series is involved. Take m = n+1, subtract X, multiply by v and take the trace:

tr(v(C(s) − X)) = Σ_{k<n} sᵏ⁺¹R(k+1) + sⁿ⁺¹g(s),

g(s) = tr(v(Xw)ⁿ⁺¹C(s)).

Integrating from 0 to t turns each sᵏ⁺¹ into tᵏ⁺²/(k+2), so

E(t) − Σ_{k<n} tᵏ⁺²R(k+1)/(k+2) = ∫₀ᵗ sⁿ⁺¹g(s) ds.

It remains to find the leading behaviour of the last integral. Put m = n+1 and let ε > 0. Since g is continuous at 0, |g(s) − g(0)| < ε/2 for 0 < s ≤ t when t is small. Hence

|∫₀ᵗ sᵐg(s) ds − g(0)tᵐ⁺¹/(m+1)| ≤ ∫₀ᵗ sᵐ|g(s) − g(0)| ds ≤ (ε/2)tᵐ⁺¹.

After division by tᵐ⁺¹ the error is at most ε/2, so the quotient tends to g(0)/(m+1). Because C(0) = X, we have g(0) = R(n+1), and the limit is R(n+1)/(n+2). For n = 0 the subtracted sum is empty and the limit is tr(vXwX)/2.

For the change of kernel, subtract the two second-order limits:

tr(vX(v+f)X)/2 − tr(vXvX)/2 = tr(vXfX)/2.

## A singular point on the coupling path

The Dyson equation needs det(1 − tXw) ≠ 0. Take 1×1 matrices with v = w = X = 1. At t = 1 the determinant vanishes and the equation reads C = 1 + C, which no number satisfies. For 0 < t < 1 the energy is

E(t) = −ln(1 − t) − t,

which behaves as t²/2 near 0 but diverges as t approaches 1. In the general matrix model the weak-coupling limit therefore gives no control over the energy at full coupling, t = 1. The numbers are chosen for the algebra and are not physical: a density response at an imaginary frequency is negative semidefinite, so X = 1 has the wrong sign. With a negative semidefinite X, a positive semidefinite v and w = v, the determinant is at least 1 for every t ≥ 0.

## The statement in Lean

The type `Matrix ι ι ℝ`, with `ι` finite, holds v, w and X. The definitions `response`, `energy` and `ringTerm` are C, E and R. The filter `𝓝[>] 0` means that t approaches 0 through positive values, and `Tendsto` states the limit. The main theorems are `energy_second_order`, `energy_all_orders` and `xc_kernel_correction`.

Lean assigns a value to the inverse even when the matrix is singular; `path_regular` shows that for small positive t the energy integral never meets this case.

```lean
import Mathlib

open Matrix Filter Set
open scoped Topology

namespace KernelCorrelationEnergy

noncomputable section

variable {ι : Type*} [Fintype ι] [DecidableEq ι]

/-- The response `C(t) = (1 - t X w)⁻¹ X` at coupling strength `t`, for noninteracting response `X`
and kernel `w`. The formula has its usual meaning where `det (1 - t X w) ≠ 0`; elsewhere Lean's
matrix inverse, and hence this value, is `0`. -/
def response (X w : Matrix ι ι ℝ) (t : ℝ) : Matrix ι ι ℝ :=
  (1 - t • (X * w))⁻¹ * X

/-- The coupling-integrated energy `E(t) = ∫₀ᵗ tr (v (C(s) - X)) ds`, for `t` such that
`det (1 - s X w) ≠ 0` at all `s` between `0` and `t`. -/
def energy (v w X : Matrix ι ι ℝ) (t : ℝ) : ℝ :=
  ∫ s in (0 : ℝ)..t, trace (v * (response X w s - X))

/-- The trace `tr (v (X w)^k X)`, with `k` insertions of the kernel. -/
def ringTerm (v w X : Matrix ι ι ℝ) (k : ℕ) : ℝ :=
  trace (v * ((X * w) ^ k * X))

/-- For all sufficiently small `t > 0`, the matrix `1 - s X w` has nonzero determinant
on the whole coupling path `0 ≤ s ≤ t`. -/
theorem path_regular (X w : Matrix ι ι ℝ) :
    ∀ᶠ t in 𝓝[>] (0 : ℝ), ∀ s ∈ Icc 0 t, (1 - s • (X * w)).det ≠ 0 := by
  have hc : Continuous fun s : ℝ => (1 : Matrix ι ι ℝ) - s • (X * w) :=
    continuous_const.sub (continuous_id.smul continuous_const)
  have hne : ∀ᶠ s in 𝓝 (0 : ℝ), (1 - s • (X * w)).det ≠ 0 :=
    hc.matrix_det.continuousAt.eventually_ne (by simp)
  obtain ⟨δ, hδ, H⟩ := Metric.eventually_nhds_iff.mp hne
  filter_upwards [Ioo_mem_nhdsGT hδ] with t ht s hs
  apply H
  rw [Real.dist_eq, sub_zero, abs_of_nonneg hs.1]
  exact hs.2.trans_lt ht.2

/-- The Dyson equation `C = X + t X w C` holds whenever `det (1 - t X w) ≠ 0`. -/
theorem dyson (X w : Matrix ι ι ℝ) {t : ℝ} (h : (1 - t • (X * w)).det ≠ 0) :
    response X w t = X + t • (X * w * response X w t) := by
  have h1 : (1 - t • (X * w)) * response X w t = X := by
    rw [response, ← Matrix.mul_assoc,
      Matrix.mul_nonsing_inv _ (isUnit_iff_ne_zero.mpr h), Matrix.one_mul]
  rw [sub_mul, one_mul, smul_mul_assoc] at h1
  exact sub_eq_iff_eq_add.mp h1

/-- The Dyson equation iterated `m` times: if `det (1 - t X w) ≠ 0`, the response is the sum
of its first `m` orders in the coupling plus the exact remainder `t^m (X w)^m C(t)`. -/
theorem dyson_iterate (X w : Matrix ι ι ℝ) {t : ℝ} (h : (1 - t • (X * w)).det ≠ 0)
    (m : ℕ) :
    response X w t = ∑ k ∈ Finset.range m, t ^ k • ((X * w) ^ k * X)
      + t ^ m • ((X * w) ^ m * response X w t) := by
  -- one more use of the Dyson equation inside the remainder
  have step : ∀ (m : ℕ) (A C : Matrix ι ι ℝ), C = X + t • (A * C) →
      t ^ m • (A ^ m * C) = t ^ m • (A ^ m * X) + t ^ (m + 1) • (A ^ (m + 1) * C) := by
    intro m A C hC
    calc t ^ m • (A ^ m * C) = t ^ m • (A ^ m * (X + t • (A * C))) := by rw [← hC]
      _ = _ := by
        rw [mul_add, mul_smul_comm, smul_add, smul_smul, pow_succ t m, pow_succ A m,
          mul_assoc (A ^ m) A C]
  induction m with
  | zero => simp
  | succ m ih =>
    rw [Finset.sum_range_succ, add_assoc, ← step m (X * w) _ (dyson X w h)]
    exact ih

/-- Any trace `tr (B C(s))` of the response is continuous in the coupling strength
wherever `det (1 - s X w) ≠ 0`. -/
theorem continuousAt_trace_response (B X w : Matrix ι ι ℝ) {s : ℝ}
    (h : (1 - s • (X * w)).det ≠ 0) :
    ContinuousAt (fun r => trace (B * response X w r)) s := by
  have hc : Continuous fun r : ℝ => (1 : Matrix ι ι ℝ) - r • (X * w) :=
    continuous_const.sub (continuous_id.smul continuous_const)
  -- Cramer's rule: the inverse is the adjugate over the determinant
  have e : (fun r => trace (B * response X w r)) = fun r : ℝ =>
      ((1 - r • (X * w)).det)⁻¹ * trace (B * ((1 - r • (X * w)).adjugate * X)) := by
    funext r
    rw [response, Matrix.inv_def, Ring.inverse_eq_inv', Matrix.smul_mul, Matrix.mul_smul,
      Matrix.trace_smul, smul_eq_mul]
  rw [e]
  exact (hc.matrix_det.continuousAt.inv₀ h).mul
    (continuous_const.matrix_mul
      (hc.matrix_adjugate.matrix_mul continuous_const)).matrix_trace.continuousAt

/-- If `g` is continuous at `0` and on `[0, t]` for small `t > 0`, then
`∫₀ᵗ s^m g(s) ds / t^(m+1)` tends to `g(0)/(m+1)` as `t` tends to `0` from above. -/
theorem tendsto_coupling_average (g : ℝ → ℝ) (m : ℕ) (h0 : ContinuousAt g 0)
    (hg : ∀ᶠ t in 𝓝[>] (0 : ℝ), ContinuousOn g (Icc 0 t)) :
    Tendsto (fun t => (∫ s in (0 : ℝ)..t, s ^ m * g s) / t ^ (m + 1))
      (𝓝[>] 0) (𝓝 (g 0 / (m + 1))) := by
  rw [Metric.tendsto_nhds]
  intro ε hε
  obtain ⟨δ, hδ, H⟩ := Metric.continuousAt_iff.mp h0 (ε / 2) (half_pos hε)
  filter_upwards [hg, Ioo_mem_nhdsGT hδ] with t hc ht
  have htp : 0 < t ^ (m + 1) := pow_pos ht.1 _
  have hI : IntervalIntegrable (fun s => s ^ m * g s) MeasureTheory.volume 0 t := by
    apply ContinuousOn.intervalIntegrable
    rw [uIcc_of_le ht.1.le]
    exact (continuous_pow m).continuousOn.mul hc
  have hJ : IntervalIntegrable (fun s : ℝ => s ^ m * g 0) MeasureTheory.volume 0 t :=
    ((continuous_pow m).mul continuous_const).intervalIntegrable _ _
  -- subtract the value at zero coupling under the integral
  have e : ∫ s in (0 : ℝ)..t, s ^ m * (g s - g 0)
      = (∫ s in (0 : ℝ)..t, s ^ m * g s) - t ^ (m + 1) / (m + 1) * g 0 := by
    simp only [mul_sub]
    rw [intervalIntegral.integral_sub hI hJ, intervalIntegral.integral_mul_const,
      integral_pow, zero_pow (Nat.succ_ne_zero _), sub_zero]
  have hb : ‖∫ s in (0 : ℝ)..t, s ^ m * (g s - g 0)‖ ≤ t ^ m * (ε / 2) * |t - 0| := by
    apply intervalIntegral.norm_integral_le_of_norm_le_const
    intro s hs
    rw [uIoc_of_le ht.1.le] at hs
    have hd : dist (g s) (g 0) < ε / 2 := by
      apply H
      rw [Real.dist_eq, sub_zero, abs_of_pos hs.1]
      exact hs.2.trans_lt ht.2
    rw [Real.dist_eq] at hd
    rw [Real.norm_eq_abs, abs_mul, abs_of_nonneg (pow_nonneg hs.1.le m)]
    exact mul_le_mul (pow_le_pow_left₀ hs.1.le hs.2 m) hd.le (abs_nonneg _)
      (pow_nonneg ht.1.le m)
  have hq : (∫ s in (0 : ℝ)..t, s ^ m * g s) / t ^ (m + 1) - g 0 / (m + 1)
      = (∫ s in (0 : ℝ)..t, s ^ m * (g s - g 0)) / t ^ (m + 1) := by
    rw [e, sub_div]
    congr 1
    rw [eq_div_iff htp.ne']
    ring
  rw [Real.dist_eq, hq, abs_div, abs_of_pos htp, div_lt_iff₀ htp]
  rw [Real.norm_eq_abs, sub_zero, abs_of_pos ht.1] at hb
  have hs : t ^ m * (ε / 2) * t = ε / 2 * t ^ (m + 1) := by ring
  nlinarith [mul_pos hε htp]

/-- All orders: after subtraction of the terms `t^(k+2) tr (v (X w)^(k+1) X) / (k+2)` with
`k < n`, the energy divided by `t^(n+2)` tends to `tr (v (X w)^(n+1) X) / (n+2)` as `t`
tends to `0` from above. -/
theorem energy_all_orders (v w X : Matrix ι ι ℝ) (n : ℕ) :
    Tendsto (fun t => (energy v w X t
        - ∑ k ∈ Finset.range n, t ^ (k + 2) / (k + 2) * ringTerm v w X (k + 1))
        / t ^ (n + 2)) (𝓝[>] 0) (𝓝 (ringTerm v w X (n + 1) / (n + 2))) := by
  let g : ℝ → ℝ := fun s => trace (v * (X * w) ^ (n + 1) * response X w s)
  have hg : ∀ᶠ t in 𝓝[>] (0 : ℝ), ContinuousOn g (Icc 0 t) := by
    filter_upwards [path_regular X w] with t ht s hs
    exact (continuousAt_trace_response _ X w (ht s hs)).continuousWithinAt
  have hlim := tendsto_coupling_average g (n + 1)
    (continuousAt_trace_response _ X w (by simp)) hg
  have hval : g 0 / (((n + 1 : ℕ) : ℝ) + 1) = ringTerm v w X (n + 1) / (n + 2) := by
    have hX : response X w 0 = X := by simp [response]
    have hn : ((n + 1 : ℕ) : ℝ) + 1 = n + 2 := by push_cast; ring
    simp only [g, hX, hn, ringTerm, mul_assoc]
  rw [hval] at hlim
  refine hlim.congr' ?_
  filter_upwards [path_regular X w, hg, self_mem_nhdsWithin] with t hdet hc ht
  have ht0 : (0 : ℝ) ≤ t := le_of_lt ht
  -- the integrand is a polynomial in the coupling plus the exact remainder
  have hE : energy v w X t = ∫ s in (0 : ℝ)..t,
      ((∑ k ∈ Finset.range n, s ^ (k + 1) * ringTerm v w X (k + 1))
        + s ^ (n + 1) * g s) := by
    apply intervalIntegral.integral_congr
    intro s hs
    rw [uIcc_of_le ht0] at hs
    have h1 := dyson_iterate X w (hdet s hs) (n + 1)
    rw [Finset.sum_range_succ', pow_zero, pow_zero, one_smul, one_mul] at h1
    have h2 : response X w s - X
        = ∑ k ∈ Finset.range n, s ^ (k + 1) • ((X * w) ^ (k + 1) * X)
          + s ^ (n + 1) • ((X * w) ^ (n + 1) * response X w s) := by
      rw [sub_eq_iff_eq_add]
      exact h1.trans (by abel)
    simp only [h2, g, ringTerm, mul_add, Finset.mul_sum, mul_smul_comm, Matrix.trace_add,
      Matrix.trace_sum, Matrix.trace_smul, smul_eq_mul, mul_assoc]
  have hP : ∀ k ∈ Finset.range n, IntervalIntegrable
      (fun s : ℝ => s ^ (k + 1) * ringTerm v w X (k + 1)) MeasureTheory.volume 0 t :=
    fun k _ => ((continuous_pow (k + 1)).mul continuous_const).intervalIntegrable _ _
  have hS : IntervalIntegrable
      (fun s : ℝ => ∑ k ∈ Finset.range n, s ^ (k + 1) * ringTerm v w X (k + 1))
      MeasureTheory.volume 0 t :=
    (continuous_finsetSum _ fun k _ =>
      (continuous_pow (k + 1)).mul continuous_const).intervalIntegrable _ _
  have hR : IntervalIntegrable (fun s => s ^ (n + 1) * g s) MeasureTheory.volume 0 t := by
    apply ContinuousOn.intervalIntegrable
    rw [uIcc_of_le ht0]
    exact (continuous_pow (n + 1)).continuousOn.mul hc
  have hk : ∀ k ∈ Finset.range n,
      ∫ s in (0 : ℝ)..t, s ^ (k + 1) * ringTerm v w X (k + 1)
        = t ^ (k + 2) / (k + 2) * ringTerm v w X (k + 1) := by
    intro k _
    have e : ((k + 1 : ℕ) : ℝ) + 1 = k + 2 := by push_cast; ring
    rw [intervalIntegral.integral_mul_const, integral_pow, e,
      zero_pow (Nat.succ_ne_zero _), sub_zero]
  rw [hE, intervalIntegral.integral_add hS hR, intervalIntegral.integral_finsetSum hP,
    Finset.sum_congr rfl hk, add_sub_cancel_left]

/-- Second order: `E(t)/t²` tends to `tr (v X w X) / 2` as the coupling strength `t` tends
to `0` from above. -/
theorem energy_second_order (v w X : Matrix ι ι ℝ) :
    Tendsto (fun t => energy v w X t / t ^ 2) (𝓝[>] 0)
      (𝓝 (trace (v * X * w * X) / 2)) := by
  have h := energy_all_orders v w X 0
  simpa [ringTerm, mul_assoc] using h

/-- The energy with kernel `v + f` minus the energy with kernel `v` alone, divided by `t²`,
tends to `tr (v X f X) / 2` as `t` tends to `0` from above. -/
theorem xc_kernel_correction (v f X : Matrix ι ι ℝ) :
    Tendsto (fun t => (energy v (v + f) X t - energy v v X t) / t ^ 2) (𝓝[>] 0)
      (𝓝 (trace (v * X * f * X) / 2)) := by
  have h := (energy_second_order v (v + f) X).sub (energy_second_order v v X)
  have e : trace (v * X * f * X) / 2
      = trace (v * X * (v + f) * X) / 2 - trace (v * X * v * X) / 2 := by
    rw [mul_add, add_mul, Matrix.trace_add]
    ring
  rw [e]
  simpa only [sub_div] using h

end

end KernelCorrelationEnergy
```

```lean
#print axioms KernelCorrelationEnergy.energy_second_order
-- 'KernelCorrelationEnergy.energy_second_order' depends on axioms: [propext, Classical.choice, Quot.sound]
#print axioms KernelCorrelationEnergy.xc_kernel_correction
-- 'KernelCorrelationEnergy.xc_kernel_correction' depends on axioms: [propext, Classical.choice, Quot.sound]
```

## Remainder, continuity and averaging in the proof

`path_regular` obtains a radius δ from the continuity of the determinant and applies it to every s in [0, t]. `dyson` cancels the inverse and rearranges. `dyson_iterate` is an induction on m, whose local fact `step` uses the Dyson equation once more inside the remainder.

`continuousAt_trace_response` writes the inverse as the adjugate divided by the determinant. Both are continuous in the coupling, so the trace is continuous wherever the determinant is nonzero. This provides the continuity of g and the integrability of the remainder.

`tendsto_coupling_average` is the ε/2 estimate above. Its step `e` separates off the contribution of g(0), `hb` bounds what is left, and `hq` identifies that remainder, divided by tᵐ⁺¹, with the difference between the quotient and its limit.

In `energy_all_orders`, `hval` evaluates g(0)/(n+2), `hE` rewrites the integrand by the iterated Dyson equation, and `hk` integrates the powers. The subtracted sum then cancels, leaving the integral treated by the averaging lemma. `energy_second_order` is the case n = 0, and `xc_kernel_correction` subtracts two instances of it and uses linearity of the trace.
